# A complex 2×2 matrix $A$ is fixed up to phase by $L_{mn}=\tfrac12\operatorname{tr}(\sigma_m A\sigma_n A^\dagger)$

## Can the spinor matrix be read back from its 4×4 matrix?

Take $A=e^{i\alpha}I$ with $\alpha$ real. With $\sigma_0=I$ and $\sigma_1,\sigma_2,\sigma_3$ the Pauli matrices $\sigma_x,\sigma_y,\sigma_z$, the matrix $L_{mn}=\tfrac12\operatorname{tr}(\sigma_m A\sigma_n A^\dagger)$ is the 4×4 identity, whatever $\alpha$ is. Contracting it with the same matrices gives
$$\sum_{m,n}L_{mn}\sigma_m\sigma_n=\sum_m\sigma_m^2=4I=2\,\overline{\operatorname{tr}A}\,A .$$
The matrix comes back, and only its phase is lost.

I believe that $\sum_{m,n} L_{mn}\sigma_m\sigma_n=2\,\overline{\operatorname{tr}A}\,A$ and $\operatorname{tr}L=|\operatorname{tr}A|^2$ hold for every complex 2×2 matrix $A$, so that $L$ determines $A$ up to phase when $\operatorname{tr}A\neq0$. Can this be made rigorous and machine-checked? And what becomes of a half-turn, where the trace vanishes?

## Two Pauli sums return the matrix, and a probe handles zero trace

Both identities hold without a condition on $\det A$. For a half-turn about $z$, represented by $A=\sigma_3$, one finds $L=\operatorname{diag}(1,-1,-1,1)$, and the contraction is $I-I-I+I=0$. Inserting $\sigma_3$ between the two Pauli matrices repairs this: $\sum_{m,n}L_{mn}\sigma_m\sigma_3\sigma_n=4\sigma_3$. The derivation therefore carries an arbitrary 2×2 probe matrix $M$ in that place.

**The two sums.** The four $\sigma_m$ form a basis of the complex 2×2 matrices, and $\operatorname{tr}(\sigma_m\sigma_n)=2\delta_{mn}$. Expanding any $X$ in this basis gives the coefficients $\tfrac12\operatorname{tr}(\sigma_mX)$, hence
$$\sum_m\operatorname{tr}(\sigma_mX)\,\sigma_m=2X .$$
Since $X$ is arbitrary, comparing the coefficients of its entries gives, for $i,j,k,l\in\{0,1\}$,
$$\sum_m(\sigma_m)_{ij}(\sigma_m)_{kl}=2\delta_{il}\delta_{jk}.$$
Multiplying by $X_{jk}$ and summing over $j,k$ yields the second sum, the twirl:
$$\sum_n\sigma_nX\sigma_n=2\operatorname{tr}(X)\,I .$$

**Recovery.** Apply the first sum to $X=A\sigma_nA^\dagger$. By the definition of $L$,
$$\sum_mL_{mn}\sigma_m=A\sigma_nA^\dagger .$$
Multiply on the right by $M\sigma_n$, sum over $n$, and use the twirl with $X=A^\dagger M$:
$$\sum_{m,n}L_{mn}\sigma_mM\sigma_n=A\sum_n\sigma_n(A^\dagger M)\sigma_n=2\operatorname{tr}(A^\dagger M)\,A .$$
For $M=I$ the factor is $2\operatorname{tr}A^\dagger=2\,\overline{\operatorname{tr}A}$. The twirl also gives the trace:
$$\operatorname{tr}L=\tfrac12\operatorname{tr}\Big(\sum_n\sigma_nA\sigma_n\,A^\dagger\Big)=\operatorname{tr}A\;\overline{\operatorname{tr}A}=|\operatorname{tr}A|^2 .$$

Write $t=\operatorname{tr}A$ and $S=\sum_{m,n}L_{mn}\sigma_m\sigma_n=2\bar tA$. If $t\neq0$, then $\sqrt{\operatorname{tr}L}=|t|$ and
$$\frac{t}{|t|}\,\frac{S}{2\sqrt{\operatorname{tr}L}}=\frac{t\bar t}{|t|^2}A=A .$$
The factor $t/|t|$ is the phase that $L$ does not contain. Moreover, $S=0$ exactly when $t=0$, because $A=0$ is itself traceless.

**Uniqueness for every trace.** If $B=cA$ with $|c|=1$, then $B$ produces $|c|^2L=L$. Conversely, suppose $A$ and $B$ produce the same $L$. Then $\operatorname{tr}(A^\dagger M)A=\operatorname{tr}(B^\dagger M)B$ for every $M$.

- If $A=0$, choose $M=B$. Then $\operatorname{tr}(B^\dagger B)B=0$, so $B=0$, and $c=1$ serves.
- If $A\neq0$, choose $M=A$. Since $\operatorname{tr}(A^\dagger A)=\sum_{i,j}|A_{ij}|^2>0$, the left side is nonzero. Thus $\operatorname{tr}(B^\dagger A)\neq0$ and $B=cA$ for some $c$. Substituting this back gives $\operatorname{tr}(A^\dagger A)A=|c|^2\operatorname{tr}(A^\dagger A)A$, so $|c|=1$.

**The statements in Lean.** A spinor matrix is any `Matrix (Fin 2) (Fin 2) ℂ`. The family `pauli` is numbered from 0 to 3 as above, `spinorMap A` is $L$, and `contraction L M` is the double sum with the probe. The symbol `ᴴ` denotes the conjugate transpose, `star` on a number is complex conjugation, and `•` is multiplication by a scalar.

The theorem `spinor_recovery` states your two identities for every `A`. Its second half equates the complex trace of $L$ with a real number cast into ℂ, so it also says that this trace is real. That is why `recovery_up_to_phase` can take the square root of the real part. There the condition $\operatorname{tr}A\neq0$ is the hypothesis `hA`, and the phase is a complex `c` with `‖c‖ = 1`. The theorem `spinorMap_eq_iff` needs no such hypothesis.

With $\det A=1$, $L$ is the Lorentz transformation of the components $x_n$ in $\sum_n x_n\sigma_n\mapsto A\big(\sum_n x_n\sigma_n\big)A^\dagger$. The file neither uses nor proves this. It introduces no metric, and it always starts from an $L$ built from some $A$; it does not decide which 4×4 matrices arise in this way. In quantum mechanics, for a single spin-½ and a noise-free operation $\rho\mapsto A\rho A^\dagger$ on its density matrix $\rho$, $L$ is the Pauli transfer matrix, and it fixes the operator $A$ up to phase.

```lean
import Mathlib

open Matrix
open scoped ComplexOrder

namespace SpinorMatrixRecovery

noncomputable section

/-- The four matrices `I, σ_x, σ_y, σ_z`, numbered from 0 to 3. -/
def pauli : Fin 4 → Matrix (Fin 2) (Fin 2) ℂ :=
  ![1, !![0, 1; 1, 0], !![0, -Complex.I; Complex.I, 0], !![1, 0; 0, -1]]

/-- The 4×4 matrix `L_mn = (1/2) tr(σ_m A σ_n A†)` belonging to a spinor matrix `A`. -/
def spinorMap (A : Matrix (Fin 2) (Fin 2) ℂ) : Matrix (Fin 4) (Fin 4) ℂ :=
  Matrix.of fun m n => (1 / 2 : ℂ) * (pauli m * A * pauli n * Aᴴ).trace

/-- The contraction `∑ L_mn σ_m M σ_n` of a 4×4 matrix `L`, with a probe matrix `M`
between the Pauli matrices. -/
def contraction (L : Matrix (Fin 4) (Fin 4) ℂ) (M : Matrix (Fin 2) (Fin 2) ℂ) :
    Matrix (Fin 2) (Fin 2) ℂ :=
  ∑ m, ∑ n, L m n • (pauli m * M * pauli n)

/-- The four matrices written out entry by entry. -/
theorem pauli_values :
    pauli 0 = !![1, 0; 0, 1] ∧ pauli 1 = !![0, 1; 1, 0] ∧
      pauli 2 = !![0, -Complex.I; Complex.I, 0] ∧ pauli 3 = !![1, 0; 0, -1] :=
  ⟨Matrix.one_fin_two, rfl, rfl, rfl⟩

/-- Completeness of the Pauli matrices: `∑ tr(σ_m X) σ_m = 2 X`. -/
theorem pauli_completeness (X : Matrix (Fin 2) (Fin 2) ℂ) :
    ∑ m, (pauli m * X).trace • pauli m = (2 : ℂ) • X := by
  rw [Fin.sum_univ_four]
  ext i j
  -- expand into entries before inserting the Pauli matrices
  simp only [Matrix.add_apply, Matrix.smul_apply, Matrix.trace_fin_two, Matrix.mul_apply,
    Fin.sum_univ_two, smul_eq_mul]
  fin_cases i <;> fin_cases j <;> simp [pauli_values]
  all_goals (try ring_nf)
  all_goals (try simp only [Complex.I_sq])
  all_goals ring

/-- Summing `σ_n X σ_n` over all four matrices leaves `2 tr(X)` times the identity. -/
theorem pauli_twirl (X : Matrix (Fin 2) (Fin 2) ℂ) :
    ∑ n, pauli n * X * pauli n = (2 * X.trace) • (1 : Matrix (Fin 2) (Fin 2) ℂ) := by
  rw [Fin.sum_univ_four]
  ext i j
  simp only [Matrix.add_apply, Matrix.smul_apply, Matrix.trace_fin_two, Matrix.mul_apply,
    Fin.sum_univ_two, smul_eq_mul]
  fin_cases i <;> fin_cases j <;> simp [pauli_values]
  all_goals (try ring_nf)
  all_goals (try simp only [Complex.I_sq])
  all_goals ring

/-- Column `n` of `L` holds the Pauli components of `A σ_n A†`. -/
theorem sum_spinorMap_smul (A : Matrix (Fin 2) (Fin 2) ℂ) (n : Fin 4) :
    ∑ m, spinorMap A m n • pauli m = A * pauli n * Aᴴ := by
  calc ∑ m, spinorMap A m n • pauli m
      = (1 / 2 : ℂ) • ∑ m, (pauli m * (A * pauli n * Aᴴ)).trace • pauli m := by
        simp only [spinorMap, Matrix.of_apply, Finset.smul_sum, smul_smul, Matrix.mul_assoc]
    _ = A * pauli n * Aᴴ := by
        rw [pauli_completeness, smul_smul]
        norm_num

/-- Recovery with a probe matrix: `∑ L_mn σ_m M σ_n = 2 tr(A† M) A` for every `M`. -/
theorem contraction_spinorMap (A M : Matrix (Fin 2) (Fin 2) ℂ) :
    contraction (spinorMap A) M = (2 * (Aᴴ * M).trace) • A := by
  calc contraction (spinorMap A) M
      = ∑ n, (∑ m, spinorMap A m n • pauli m) * M * pauli n := by
        unfold contraction
        rw [Finset.sum_comm]
        simp only [Finset.sum_mul, Matrix.smul_mul]
    -- completeness does the sum over m, the twirl the sum over n
    _ = A * ∑ n, pauli n * (Aᴴ * M) * pauli n := by
        simp only [sum_spinorMap_smul, Finset.mul_sum, Matrix.mul_assoc]
    _ = (2 * (Aᴴ * M).trace) • A := by
        rw [pauli_twirl, Matrix.mul_smul, mul_one]

/-- The trace of `L` is the squared modulus of the trace of `A`. -/
theorem trace_spinorMap (A : Matrix (Fin 2) (Fin 2) ℂ) :
    (spinorMap A).trace = ((‖A.trace‖ ^ 2 : ℝ) : ℂ) := by
  calc (spinorMap A).trace
      = (1 / 2 : ℂ) * ((∑ n, pauli n * A * pauli n) * Aᴴ).trace := by
        rw [Finset.sum_mul, Matrix.trace_sum, Finset.mul_sum]
        rfl
    _ = A.trace * star A.trace := by
        rw [pauli_twirl, Matrix.smul_mul, one_mul, Matrix.trace_smul,
          Matrix.trace_conjTranspose, smul_eq_mul]
        ring
    _ = ((‖A.trace‖ ^ 2 : ℝ) : ℂ) := by
        rw [← Complex.normSq_eq_norm_sq]
        exact Complex.mul_conj _

/-- For every complex 2×2 matrix `A`, `∑ L_mn σ_m σ_n = 2 conj(tr A) A` and
`tr L = |tr A|²`. -/
theorem spinor_recovery (A : Matrix (Fin 2) (Fin 2) ℂ) :
    ∑ m, ∑ n, spinorMap A m n • (pauli m * pauli n) = (2 * star A.trace) • A ∧
      (spinorMap A).trace = ((‖A.trace‖ ^ 2 : ℝ) : ℂ) := by
  refine ⟨?_, trace_spinorMap A⟩
  have h := contraction_spinorMap A 1
  simpa only [contraction, mul_one, Matrix.trace_conjTranspose] using h

/-- If `tr A ≠ 0`, then `A` equals `∑ L_mn σ_m σ_n / (2 √(tr L))` up to a phase factor. -/
theorem recovery_up_to_phase (A : Matrix (Fin 2) (Fin 2) ℂ) (hA : A.trace ≠ 0) :
    ∃ c : ℂ, ‖c‖ = 1 ∧
      A = (c / (2 * (Real.sqrt (spinorMap A).trace.re : ℂ))) •
        ∑ m, ∑ n, spinorMap A m n • (pauli m * pauli n) := by
  have hs : Real.sqrt (spinorMap A).trace.re = ‖A.trace‖ := by
    rw [trace_spinorMap, Complex.ofReal_re, Real.sqrt_sq (norm_nonneg _)]
  have hr : (‖A.trace‖ : ℂ) ≠ 0 := Complex.ofReal_ne_zero.mpr (norm_ne_zero_iff.mpr hA)
  have hm : A.trace * star A.trace = (‖A.trace‖ : ℂ) ^ 2 := by
    rw [← Complex.ofReal_pow, ← Complex.normSq_eq_norm_sq]
    exact Complex.mul_conj _
  have key : ∀ t s r : ℂ, r ≠ 0 → t * s = r ^ 2 → t / r / (2 * r) * (2 * s) = 1 := by
    intro t s r h0 h
    rw [show t / r / (2 * r) * (2 * s) = (t * s) / r ^ 2 by field_simp, h,
      div_self (pow_ne_zero 2 h0)]
  -- the phase is that of the trace
  refine ⟨A.trace / (‖A.trace‖ : ℂ), ?_, ?_⟩
  · rw [norm_div, Complex.norm_real, norm_norm, div_self (norm_ne_zero_iff.mpr hA)]
  · rw [hs, (spinor_recovery A).1, smul_smul, key _ _ _ hr hm, one_smul]

/-- The contraction `∑ L_mn σ_m σ_n` vanishes exactly when `A` is traceless. -/
theorem contraction_eq_zero_iff (A : Matrix (Fin 2) (Fin 2) ℂ) :
    ∑ m, ∑ n, spinorMap A m n • (pauli m * pauli n) = 0 ↔ A.trace = 0 := by
  rw [(spinor_recovery A).1]
  constructor
  · intro h
    rcases smul_eq_zero.mp h with h | h
    · exact star_eq_zero.mp ((mul_eq_zero.mp h).resolve_left two_ne_zero)
    · rw [h, Matrix.trace_zero]
  · intro h
    rw [h, star_zero, mul_zero, zero_smul]

/-- Two spinor matrices, traceless or not, have the same `L` exactly when they differ
by a phase factor. -/
theorem spinorMap_eq_iff (A B : Matrix (Fin 2) (Fin 2) ℂ) :
    spinorMap A = spinorMap B ↔ ∃ c : ℂ, ‖c‖ = 1 ∧ B = c • A := by
  have hn : ∀ c : ℂ, star c * c = 1 ↔ ‖c‖ = 1 := by
    intro c
    have h1 : star c * c = ((‖c‖ ^ 2 : ℝ) : ℂ) := by
      rw [mul_comm, ← Complex.normSq_eq_norm_sq]
      exact Complex.mul_conj c
    rw [h1, Complex.ofReal_eq_one, pow_eq_one_iff_of_nonneg (norm_nonneg c) two_ne_zero]
  constructor
  · intro h
    have key : ∀ M, (2 * (Aᴴ * M).trace) • A = (2 * (Bᴴ * M).trace) • B := by
      intro M
      rw [← contraction_spinorMap A M, ← contraction_spinorMap B M, h]
    by_cases hA : A = 0
    · -- the probe M = B shows that B vanishes too
      have hB : (2 * (Bᴴ * B).trace) • B = 0 := by
        rw [← key B, hA, smul_zero]
      have hB0 : B = 0 := by
        rcases smul_eq_zero.mp hB with h0 | h0
        · exact Matrix.trace_conjTranspose_mul_self_eq_zero_iff.mp
            ((mul_eq_zero.mp h0).resolve_left two_ne_zero)
        · exact h0
      exact ⟨1, norm_one, by rw [hB0, hA, smul_zero]⟩
    · -- the probe M = A shows that B is a multiple of A
      have ht : (Aᴴ * A).trace ≠ 0 := fun h0 =>
        hA (Matrix.trace_conjTranspose_mul_self_eq_zero_iff.mp h0)
      have k := key A
      have hs : 2 * (Bᴴ * A).trace ≠ 0 := by
        intro h0
        rw [h0, zero_smul] at k
        exact smul_ne_zero (mul_ne_zero two_ne_zero ht) hA k
      obtain ⟨c, hc⟩ : ∃ c : ℂ, B = c • A :=
        ⟨(2 * (Bᴴ * A).trace)⁻¹ * (2 * (Aᴴ * A).trace), by
          rw [← smul_smul, k, smul_smul, inv_mul_cancel₀ hs, one_smul]⟩
      rw [hc, Matrix.conjTranspose_smul, Matrix.smul_mul, Matrix.trace_smul,
        smul_smul, smul_eq_mul] at k
      have e := sub_eq_zero.mpr k
      rw [← sub_smul] at e
      have e' := (smul_eq_zero.mp e).resolve_right hA
      refine ⟨c, (hn c).mp (mul_right_cancel₀ ht ?_), hc⟩
      linear_combination (-1 / 2 : ℂ) * e'
  · rintro ⟨c, hc, rfl⟩
    ext m n
    have h : pauli m * (c • A) * pauli n * (c • A)ᴴ
        = (star c * c) • (pauli m * A * pauli n * Aᴴ) := by
      rw [Matrix.conjTranspose_smul, Matrix.mul_smul, Matrix.mul_smul, Matrix.smul_mul,
        Matrix.smul_mul, smul_smul]
    simp only [spinorMap, Matrix.of_apply]
    rw [h, (hn c).mpr hc, one_smul]

end

end SpinorMatrixRecovery
```

```lean
#print axioms SpinorMatrixRecovery.pauli_completeness
-- 'SpinorMatrixRecovery.pauli_completeness' depends on axioms: [propext, Classical.choice, Quot.sound]
#print axioms SpinorMatrixRecovery.recovery_up_to_phase
-- 'SpinorMatrixRecovery.recovery_up_to_phase' depends on axioms: [propext, Classical.choice, Quot.sound]
#print axioms SpinorMatrixRecovery.contraction_eq_zero_iff
-- 'SpinorMatrixRecovery.contraction_eq_zero_iff' depends on axioms: [propext, Classical.choice, Quot.sound]
#print axioms SpinorMatrixRecovery.spinorMap_eq_iff
-- 'SpinorMatrixRecovery.spinorMap_eq_iff' depends on axioms: [propext, Classical.choice, Quot.sound]
```

**How the proof follows the derivation.** `pauli_completeness` and `pauli_twirl` are the two Pauli sums. Lean proves them by direct calculation instead of a basis expansion: `fin_cases` splits each matrix equation into its four entries, `pauli_values` supplies the numbers, and `ring` finishes the algebra after $i^2=-1$ has been inserted.

`sum_spinorMap_smul` is the sum over $m$ at fixed $n$. In `contraction_spinorMap`, `Finset.sum_comm` exchanges the two sums so that the one over $m$ is done first; the twirl then does the sum over $n$. `trace_spinorMap` uses the twirl, $\operatorname{tr}A^\dagger=\overline{\operatorname{tr}A}$ and $z\bar z=|z|^2$. Setting the probe to `1` gives the first half of `spinor_recovery`; the second half is `trace_spinorMap`.

For `recovery_up_to_phase`, Lean is given the phase $t/|t|$ explicitly, and the local fact `key` is the scalar cancellation shown above. `contraction_eq_zero_iff` splits $2\bar tA=0$ into its two possibilities, both of which give zero trace.

In `spinorMap_eq_iff`, `key` is the probe identity for two matrices with the same $L$. The case split on `A = 0` uses the probes $B$ and $A$ as in the derivation, and `Matrix.trace_conjTranspose_mul_self_eq_zero_iff` says that $\operatorname{tr}(A^\dagger A)$ vanishes only for $A=0$. The final `linear_combination` proves $\bar cc\operatorname{tr}(A^\dagger A)=\operatorname{tr}(A^\dagger A)$, and `mul_right_cancel₀` cancels the nonzero trace to leave $\bar cc=1$.

**A sum rule from the same probe.** Putting $M=A$ in the probe formula, multiplying on the right by $A^\dagger$ and taking half the trace gives, by hand,
$$\sum_{m,n}L_{mn}^2=\big(\operatorname{tr}A^\dagger A\big)^2 .$$
For $A=I$ both sides equal 4.

**Restricting to determinant one.** The matrices could also have been modelled as elements of $SL(2,\mathbb C)$, which is closer to the Lorentz group. Because $\det(cA)=c^2\det A$, the free phase would then shrink to the sign $c=\pm1$. The price would be generality: the identities would be stated only for unit determinant, although their derivation never uses it.
